# On a ring of circumference π, the pair product of sin^L satisfies the Sutherland eigenvalue equation at every ordered configuration

**Q:** In a variational Monte Carlo run I average the local energy $(H\psi)/\psi$ over sampled configurations. For three particles in the Sutherland model with $L=2$ and a product of squared sines as trial function, I am told that every sample returns 16. Why?

**A:** The model has $N$ particles on a ring of circumference $\pi$, with $\hbar=m=1$ and

$$H=-\tfrac12\sum_k\partial_k^2+\sum_{i<j}\frac{L(L-1)}{\sin^2(x_i-x_j)}.$$

For ordered particles, $\psi=\prod_{i<j}\sin(x_j-x_i)^L$ satisfies $H\psi=E\psi$ with $E=L^2N(N^2-1)/6$. So the local energy is constant, and the sample variance is zero. Here $L$ is a real exponent, not the length of the ring.

```lean
import Mathlib

open Finset Real Filter Topology

namespace SutherlandRing

noncomputable section

variable {N : ℕ}
```

**Q:** Which configurations does the formal version allow?

**A:** A configuration is a function `Fin N → ℝ`, with particles numbered from 0. `Ordered` asks that later particles lie further along, by less than one circumference, so every sine in $\psi$ is positive.

```lean
/-- The particles are ordered along a ring of circumference `π`, and any two of them are
less than one circumference apart. -/
def Ordered (x : Fin N → ℝ) : Prop :=
  ∀ i j, i < j → x i < x j ∧ x j < x i + π

/-- The cotangent, for angles whose sine is nonzero. -/
def cotg (u : ℝ) : ℝ := cos u / sin u

/-- The pair-product wave function: the product over `i < j` of `sin (x j - x i) ^ L`,
used for ordered configurations. -/
def jastrow (L : ℝ) (x : Fin N → ℝ) : ℝ :=
  ∏ i, ∏ j ∈ Ioi i, sin (x j - x i) ^ L
```

**Q:** And is the kinetic energy a real derivative, or a formula chosen to fit?

**A:** A real one. `Function.update x k t` moves particle $k$ to $t$ and leaves the others fixed; `secondPartial` differentiates twice in $t$. `hamiltonian` then adds the potential, counting each pair once.

```lean
/-- The second partial derivative of `ψ` in the coordinate of particle `k`. -/
def secondPartial (ψ : (Fin N → ℝ) → ℝ) (k : Fin N) (x : Fin N → ℝ) : ℝ :=
  deriv (deriv fun t => ψ (Function.update x k t)) (x k)

/-- The Sutherland Hamiltonian: kinetic energy plus the pair potential
`L (L - 1) / sin²`, for configurations in which no pair has vanishing sine. -/
def hamiltonian (L : ℝ) (ψ : (Fin N → ℝ) → ℝ) (x : Fin N → ℝ) : ℝ :=
  -(1 / 2) * ∑ k, secondPartial ψ k x
    + (∑ i, ∑ j ∈ Ioi i, L * (L - 1) / sin (x i - x j) ^ 2) * ψ x
```

**Q:** My particles sit at $0<x_1<\dots<x_N<\pi$.

**A:** Then they are `Ordered`, by the first theorem below. The lemmas after it show that the sines don't vanish and that a small displacement of one particle preserves the order. `pair_sum` turns a symmetric double sum with zero diagonal terms into twice the sum over pairs.

```lean
/-- Particles at `0 < x_1 < ... < x_N < π` form an ordered configuration on the ring. -/
theorem ordered_of_strictMono {x : Fin N → ℝ} (hx : StrictMono x)
    (h0 : ∀ i, 0 < x i) (hπ : ∀ i, x i < π) : Ordered x :=
  fun i j hij => ⟨hx hij, by linarith [h0 i, hπ j]⟩

lemma Ordered.sin_pos {x : Fin N → ℝ} (hx : Ordered x) {i j : Fin N} (h : i < j) :
    0 < sin (x j - x i) :=
  sin_pos_of_pos_of_lt_pi (by linarith [(hx i j h).1]) (by linarith [(hx i j h).2])

lemma Ordered.sin_ne {x : Fin N → ℝ} (hx : Ordered x) {i j : Fin N} (h : i ≠ j) :
    sin (x i - x j) ≠ 0 := by
  rcases lt_or_gt_of_ne h with h | h
  · rw [← neg_sub, sin_neg]
    exact neg_ne_zero.2 (hx.sin_pos h).ne'
  · exact (hx.sin_pos h).ne'

lemma Ordered.eventually {x : Fin N → ℝ} (hx : Ordered x) (k : Fin N) :
    ∀ᶠ t in 𝓝 (x k), Ordered (Function.update x k t) := by
  have hc : ∀ j, Continuous fun t => Function.update x k t j := by
    intro j
    by_cases h : j = k
    · subst h
      simp only [Function.update_self]
      exact continuous_id
    · simp only [Function.update_of_ne h]
      exact continuous_const
  unfold Ordered
  refine eventually_all.2 fun i => eventually_all.2 fun j => eventually_all.2 fun hij => ?_
  exact ((hc i).continuousAt.eventually_lt (hc j).continuousAt
    (by simpa using (hx i j hij).1)).and
    ((hc j).continuousAt.eventually_lt ((hc i).add continuous_const).continuousAt
    (by simpa using (hx i j hij).2))

lemma cotg_swap (a b : ℝ) : cotg (b - a) = -cotg (a - b) := by
  rw [← neg_sub a b, cotg, cotg, cos_neg, sin_neg, div_neg]

lemma pair_sum (g : Fin N → Fin N → ℝ) (gs : ∀ i j, g i j = g j i) (g0 : ∀ i, g i i = 0) :
    ∑ i, ∑ j, g i j = 2 * ∑ i, ∑ j ∈ Ioi i, g i j := by
  have e : ∀ i, ∑ j ∈ Ioi i, g i j = ∑ j, if i < j then g i j else 0 := by
    intro i
    rw [← sum_filter]
    congr 1
    ext j
    simp
  simp only [e]
  calc ∑ i, ∑ j, g i j
      = ∑ i, ∑ j, ((if i < j then g i j else 0) + (if j < i then g j i else 0)) := by
        refine sum_congr rfl fun i _ => sum_congr rfl fun j _ => ?_
        rcases lt_trichotomy i j with h | h | h
        · simp [h, h.asymm]
        · subst h
          simp [g0]
        · simp [h, h.asymm, gs i j]
    _ = (∑ i, ∑ j, if i < j then g i j else 0) + ∑ i, ∑ j, if j < i then g j i else 0 := by
        simp only [sum_add_distrib]
    _ = _ := by
        rw [two_mul]
        congr 1
        exact sum_comm
```

**Q:** Where does a constant energy come from?

**A:** From three cotangents. Put $u=a-b$ and $v=b-c$, so $a-c=u+v$. The addition formula gives $\cot(u+v)(\cot u+\cot v)=\cot u\cot v-1$, hence

$$\cot u\cot(u+v)-\cot u\cot v+\cot(u+v)\cot v=-1.$$

Lean expands the sines and cosines and clears denominators.

```lean
/-- The three-body cotangent identity for three positions whose differences
have nonzero sine. -/
theorem cotg_triple {a b c : ℝ} (hab : sin (a - b) ≠ 0) (hbc : sin (b - c) ≠ 0)
    (hac : sin (a - c) ≠ 0) :
    cotg (a - b) * cotg (a - c) + cotg (b - c) * cotg (b - a)
      + cotg (c - a) * cotg (c - b) = -1 := by
  rw [cotg_swap a b, cotg_swap a c, cotg_swap b c]
  have e : a - c = (a - b) + (b - c) := by ring
  rw [e] at hac ⊢
  generalize a - b = u at *
  generalize b - c = v at *
  rw [sin_add] at hac
  simp only [cotg, sin_add, cos_add]
  field_simp
  ring
```

**Q:** That is three particles. What about $N$?

**A:** Let $S_k=\sum_{j\ne k}\cot(x_k-x_j)$ and $P=\sum_k\sum_{j\neq k}1/\sin^2(x_k-x_j)$. In $\sum_kS_k^2$, the squared terms give $P-N(N-1)$, since $\cot^2=1/\sin^2-1$. The cross terms give $-2$ for each triple, in total $-N(N-1)(N-2)/3$. Therefore

$$\sum_kS_k^2=P-\frac{N(N^2-1)}3.$$

Lean sums over all index triples instead, and `key` corrects for coinciding indices. Division by zero is zero in Lean, so the diagonal terms drop out. The count is $3\sum_kS_k^2=-N^3+3P+N$, which is the same result.

```lean
/-- For an ordered configuration, the squared cotangent sums add up to the inverse-sine-square sum,
with each pair counted twice, minus the constant `N (N² - 1) / 3`. -/
theorem sum_cotg_sq {x : Fin N → ℝ} (hx : Ordered x) :
    ∑ k, (∑ j ∈ univ.erase k, cotg (x k - x j)) ^ 2
      = ∑ k, ∑ j ∈ univ.erase k, 1 / sin (x k - x j) ^ 2 - N * ((N : ℝ) ^ 2 - 1) / 3 := by
  have z1 : ∀ k, ∑ j ∈ univ.erase k, cotg (x k - x j) = ∑ j, cotg (x k - x j) :=
    fun k => sum_erase _ (by simp [cotg])
  have z2 : ∀ k, ∑ j ∈ univ.erase k, 1 / sin (x k - x j) ^ 2
      = ∑ j, 1 / sin (x k - x j) ^ 2 := fun k => sum_erase _ (by simp)
  simp only [z1, z2]
  obtain ⟨c, hc⟩ : ∃ c : Fin N → Fin N → ℝ, ∀ i j, c i j = cotg (x i - x j) :=
    ⟨_, fun _ _ => rfl⟩
  obtain ⟨s, hs⟩ : ∃ s : Fin N → Fin N → ℝ, ∀ i j, s i j = 1 / sin (x i - x j) ^ 2 :=
    ⟨_, fun _ _ => rfl⟩
  have c0 : ∀ i, c i i = 0 := fun i => by simp [hc, cotg]
  have s0 : ∀ i, s i i = 0 := fun i => by simp [hs]
  have sq : ∀ i j, i ≠ j → c i j * c i j = s i j - 1 := by
    intro i j h
    have h1 := hx.sin_ne h
    rw [hc, hs, cotg, div_mul_div_comm, ← pow_two, ← pow_two, cos_sq', sub_div,
      div_self (pow_ne_zero 2 h1)]
  -- the symmetrised triple product, with all coincidences of indices accounted for
  have key : ∀ k i j, c k i * c k j + c i j * c i k + c j k * c j i
      = -1 + (if i = j then s k i else 0) + (if k = i then s j k else 0)
        + (if j = k then s i j else 0) + (if i = j then if j = k then 1 else 0 else 0) := by
    intro k i j
    by_cases h1 : i = j
    · subst h1
      by_cases h2 : k = i
      · subst h2
        simp [c0, s0]
      · simp [c0, h2, Ne.symm h2]
        linarith [sq k i h2]
    · by_cases h2 : k = i
      · subst h2
        simp [c0, h1, Ne.symm h1]
        linarith [sq j k (Ne.symm h1)]
      · by_cases h3 : j = k
        · subst h3
          simp [c0, h1, h2]
          linarith [sq i j h1]
        · simp only [h1, h2, h3, if_false, add_zero, hc]
          exact cotg_triple (hx.sin_ne h2) (hx.sin_ne h1) (hx.sin_ne (Ne.symm h3))
  have tot := sum_congr (rfl : (univ : Finset (Fin N)) = univ) fun k _ =>
    sum_congr (rfl : (univ : Finset (Fin N)) = univ) fun i _ =>
      sum_congr (rfl : (univ : Finset (Fin N)) = univ) fun j _ => key k i j
  simp only [sum_add_distrib] at tot
  have t2 : ∑ k, ∑ i, ∑ j, c i j * c i k = ∑ k, ∑ i, ∑ j, c k i * c k j := by
    rw [sum_comm]
    exact sum_congr rfl fun _ _ => sum_congr rfl fun _ _ => sum_congr rfl fun _ _ =>
      mul_comm _ _
  have t3 : ∑ k, ∑ i, ∑ j, c j k * c j i = ∑ k, ∑ i, ∑ j, c k i * c k j :=
    (sum_congr rfl fun _ _ => sum_comm).trans sum_comm
  have r0 : ∑ _k : Fin N, ∑ _i : Fin N, ∑ _j : Fin N, (-1 : ℝ) = -(N : ℝ) ^ 3 := by
    simp
    ring
  have r1 : ∑ k, ∑ i, ∑ j, (if i = j then s k i else 0) = ∑ k, ∑ i, s k i := by simp
  have r2 : ∑ k, ∑ i, ∑ j, (if k = i then s j k else 0) = ∑ k, ∑ i, s k i :=
    calc _ = ∑ k, ∑ j, ∑ i, (if k = i then s j k else 0) :=
          sum_congr rfl fun _ _ => sum_comm
      _ = ∑ k, ∑ j, s j k := by simp
      _ = _ := sum_comm
  have r3 : ∑ k, ∑ i, ∑ j, (if j = k then s i j else 0) = ∑ k, ∑ i, s k i :=
    calc _ = ∑ k, ∑ i, s i k := by simp
      _ = _ := sum_comm
  have r4 : ∑ k : Fin N, ∑ i : Fin N, ∑ j : Fin N,
      (if i = j then if j = k then (1 : ℝ) else 0 else 0) = N := by simp
  rw [t2, t3, r0, r1, r2, r3, r4] at tot
  simp only [← hc, ← hs, pow_two (∑ j, c _ j), sum_mul_sum]
  linarith
```

**Q:** Now the derivatives.

**A:** Write $\psi=\exp\bigl(L\sum_{i<j}\ln\sin(x_j-x_i)\bigr)$, which is positive. Differentiating the exponent gives $\partial_k\psi=LS_k\psi$.

```lean
lemma jastrow_eq_exp (L : ℝ) {x : Fin N → ℝ} (hx : Ordered x) :
    jastrow L x = exp (L * ∑ i, ∑ j ∈ Ioi i, log (sin (x j - x i))) := by
  rw [mul_sum, exp_sum]
  refine prod_congr rfl fun i _ => ?_
  rw [mul_sum, exp_sum]
  refine prod_congr rfl fun j hj => ?_
  rw [rpow_def_of_pos (hx.sin_pos (mem_Ioi.1 hj)), mul_comm]

/-- The pair-product wave function is strictly positive on ordered configurations. -/
theorem jastrow_pos (L : ℝ) {x : Fin N → ℝ} (hx : Ordered x) : 0 < jastrow L x := by
  rw [jastrow_eq_exp L hx]
  exact exp_pos _

/-- On ordered configurations, the derivative of the wave function in the coordinate of
particle `k` is `L` times the sum of cotangents to the other particles, times the wave function. -/
theorem hasDerivAt_jastrow (L : ℝ) {x : Fin N → ℝ} (hx : Ordered x) (k : Fin N) :
    HasDerivAt (fun t => jastrow L (Function.update x k t))
      (L * (∑ j ∈ univ.erase k, cotg (x k - x j)) * jastrow L x) (x k) := by
  have hu : ∀ j, HasDerivAt (fun t => Function.update x k t j)
      (if j = k then (1 : ℝ) else 0) (x k) := by
    intro j
    by_cases h : j = k
    · subst h
      simp only [Function.update_self, if_true]
      exact hasDerivAt_id' _
    · simp only [Function.update_of_ne h, if_neg h]
      exact hasDerivAt_const _ _
  -- differentiate the logarithm of the wave function pair by pair
  have hW : HasDerivAt (fun t => ∑ i, ∑ j ∈ Ioi i,
      log (sin (Function.update x k t j - Function.update x k t i)))
      (∑ i, ∑ j ∈ Ioi i, cotg (x j - x i) *
        ((if j = k then (1 : ℝ) else 0) - (if i = k then (1 : ℝ) else 0))) (x k) := by
    refine HasDerivAt.fun_sum fun i _ => HasDerivAt.fun_sum fun j hj => ?_
    have hs := (hx.sin_pos (mem_Ioi.1 hj)).ne'
    have h := ((hu j).fun_sub (hu i)).sin.log
      (by simp only [Function.update_eq_self]; exact hs)
    refine h.congr_deriv ?_
    simp only [Function.update_eq_self, cotg]
    ring
  have hD : ∑ i, ∑ j ∈ Ioi i, cotg (x j - x i) *
      ((if j = k then (1 : ℝ) else 0) - (if i = k then (1 : ℝ) else 0))
      = ∑ j ∈ univ.erase k, cotg (x k - x j) := by
    have p := pair_sum (fun i j => cotg (x j - x i) *
      ((if j = k then (1 : ℝ) else 0) - (if i = k then (1 : ℝ) else 0)))
      (fun i j => by rw [cotg_swap (x j) (x i)]; ring) (fun i => by simp)
    have e1 : ∑ i, ∑ j, cotg (x j - x i) * (if j = k then (1 : ℝ) else 0)
        = ∑ i, cotg (x k - x i) := by simp
    have e2 : ∑ i, ∑ j, cotg (x j - x i) * (if i = k then (1 : ℝ) else 0)
        = -∑ j, cotg (x k - x j) := by
      rw [sum_comm, ← sum_neg_distrib]
      refine sum_congr rfl fun j _ => ?_
      rw [← cotg_swap (x k) (x j)]
      simp
    rw [sum_erase _ (by simp [cotg])]
    simp only [mul_sub, sum_sub_distrib] at p ⊢
    rw [e1, e2] at p
    linarith
  rw [hD] at hW
  have h := (hW.const_mul L).exp.congr_of_eventuallyEq
    ((hx.eventually k).mono fun t ht => jastrow_eq_exp L ht)
  refine h.congr_deriv ?_
  simp only [Function.update_eq_self]
  rw [← jastrow_eq_exp L hx]
  ring
```

**A:** Since $\cot'=-1/\sin^2$, a second differentiation gives

$$\partial_k^2\psi=\Bigl(L^2S_k^2-L\sum_{j\ne k}\frac1{\sin^2(x_k-x_j)}\Bigr)\psi.$$

This needs the first formula in a neighbourhood of the point, which `Ordered.eventually` supplies. The `HasDerivAt` statements establish that both derivatives exist.

```lean
lemma hasDerivAt_cotg {u : ℝ} (h : sin u ≠ 0) : HasDerivAt cotg (-(1 / sin u ^ 2)) u := by
  have e : -sin u * sin u - cos u * cos u = -1 := by nlinarith [sin_sq_add_cos_sq u]
  refine ((hasDerivAt_cos u).fun_div (hasDerivAt_sin u) h).congr_deriv ?_
  rw [e, neg_div]

/-- On ordered configurations, the derivative function `deriv` of the wave function in the
coordinate of particle `k` has itself a derivative there: `L²` times the squared cotangent sum minus
`L` times the inverse-sine-square sum, all times the wave function. -/
theorem hasDerivAt_deriv_jastrow (L : ℝ) {x : Fin N → ℝ} (hx : Ordered x) (k : Fin N) :
    HasDerivAt (deriv fun t => jastrow L (Function.update x k t))
      ((L ^ 2 * (∑ j ∈ univ.erase k, cotg (x k - x j)) ^ 2
        - L * ∑ j ∈ univ.erase k, 1 / sin (x k - x j) ^ 2) * jastrow L x) (x k) := by
  -- the first-derivative formula holds in a neighbourhood, so it may be differentiated
  have hev : (deriv fun t => jastrow L (Function.update x k t)) =ᶠ[𝓝 (x k)]
      fun t => L * (∑ j ∈ univ.erase k, cotg (t - x j))
        * jastrow L (Function.update x k t) := by
    filter_upwards [hx.eventually k] with t ht
    have h := (hasDerivAt_jastrow L ht k).deriv
    simp only [Function.update_idem, Function.update_self] at h
    have hS : ∑ j ∈ univ.erase k, cotg (t - Function.update x k t j)
        = ∑ j ∈ univ.erase k, cotg (t - x j) :=
      sum_congr rfl fun j hj => by rw [Function.update_of_ne (ne_of_mem_erase hj)]
    rw [h, hS]
  have hC : HasDerivAt (fun t => ∑ j ∈ univ.erase k, cotg (t - x j))
      (∑ j ∈ univ.erase k, -(1 / sin (x k - x j) ^ 2)) (x k) :=
    HasDerivAt.fun_sum fun j hj => HasDerivAt.comp_sub_const (x k) (x j)
      (hasDerivAt_cotg (hx.sin_ne (ne_of_mem_erase hj).symm))
  have h := ((hC.const_mul L).fun_mul (hasDerivAt_jastrow L hx k)).congr_of_eventuallyEq hev
  refine h.congr_deriv ?_
  simp only [Function.update_eq_self, sum_neg_distrib]
  ring
```

**Q:** And the potential cancels?

**A:** Yes. Summing over $k$,

$$-\tfrac12\sum_k\partial_k^2\psi=\Bigl(-\tfrac12L(L-1)P+\frac{L^2N(N^2-1)}6\Bigr)\psi,$$

while the potential contributes $+\tfrac12L(L-1)P\,\psi$. The final `ring` does this cancellation.

```lean
/-- At every ordered configuration, the pair product with exponent `L` satisfies the
Sutherland eigenvalue equation with energy `L² N (N² - 1) / 6`. -/
theorem sutherland_eigenfunction (L : ℝ) {x : Fin N → ℝ} (hx : Ordered x) :
    hamiltonian L (jastrow L) x = L ^ 2 * N * ((N : ℝ) ^ 2 - 1) / 6 * jastrow L x := by
  have hk : ∀ k, secondPartial (jastrow L) k x = _ :=
    fun k => (hasDerivAt_deriv_jastrow L hx k).deriv
  have hV : ∑ i, ∑ j ∈ Ioi i, L * (L - 1) / sin (x i - x j) ^ 2
      = L * (L - 1) * ∑ i, ∑ j ∈ Ioi i, 1 / sin (x i - x j) ^ 2 := by
    simp only [mul_sum, mul_one_div]
  have hP : ∑ k, ∑ j ∈ univ.erase k, 1 / sin (x k - x j) ^ 2
      = 2 * ∑ i, ∑ j ∈ Ioi i, 1 / sin (x i - x j) ^ 2 := by
    rw [← pair_sum (fun i j => 1 / sin (x i - x j) ^ 2)
      (fun i j => by rw [← neg_sub (x j) (x i), sin_neg, neg_sq]) (fun i => by simp)]
    exact sum_congr rfl fun k _ => sum_erase _ (by simp)
  -- the inverse-sine-square terms of kinetic and potential energy cancel
  simp only [hamiltonian, hk]
  rw [← sum_mul, sum_sub_distrib, ← mul_sum, ← mul_sum, sum_cotg_sq hx, hV, hP]
  ring
```

**Q:** Show me your 16.

**A:** Put three particles at $\pi/6,\pi/2,5\pi/6$ with $L=2$. Each $S_k$ is zero and each $1/\sin^2$ is $4/3$, so $P=8$. The kinetic part of the local energy is $\tfrac12\cdot2\cdot8=8$, and the potential is $2\cdot3\cdot\tfrac43=8$.

**Q:** So this is the ground state?

**A:** The theorem is a pointwise equation within one ordering. Passing to a quantum state on the whole ring requires extending $\psi$ to the other orderings and fixing its behaviour where particles meet. That choice matters: $L(L-1)$ is unchanged under $L\to1-L$, so the same Hamiltonian has a second positive solution, generally with another energy. It need not be an admissible state: for three particles with $L=2$ it is a product of $1/\sin$ with energy 4, but it is not square-integrable where particles meet, so it does not count as a state below 16.

```lean
/-- At every ordered configuration, the pair product with exponent `1 - L` satisfies the eigenvalue
equation of the Hamiltonian with parameter `L`, with energy `(1 - L)² N (N² - 1) / 6`. -/
theorem second_solution (L : ℝ) {x : Fin N → ℝ} (hx : Ordered x) :
    hamiltonian L (jastrow (1 - L)) x
      = (1 - L) ^ 2 * N * ((N : ℝ) ^ 2 - 1) / 6 * jastrow (1 - L) x := by
  have e : (1 - L) * (1 - L - 1) = L * (L - 1) := by ring
  have h := sutherland_eigenfunction (1 - L) hx
  simp only [hamiltonian, e] at h ⊢
  exact h
```

**Q:** What if the interaction is switched off?

**A:** At $L=1$ the coupling vanishes, and the plain product of sines is an eigenfunction of the kinetic energy alone. It goes to zero where two particles meet, as a wave function of non-interacting spinless fermions does. Moving one particle once round the ring changes the sign of $N-1$ sines, so the product is periodic for odd $N$ and antiperiodic for even $N$. For even $N$ its energy is therefore not one to compare with free fermions under periodic boundary conditions.

```lean
/-- At every ordered configuration, the plain product of sines is an eigenfunction of the
kinetic energy alone, with energy `N (N² - 1) / 6`. -/
theorem free_particles {x : Fin N → ℝ} (hx : Ordered x) :
    -(1 / 2) * ∑ k, secondPartial (fun y => ∏ i, ∏ j ∈ Ioi i, sin (y j - y i)) k x
      = N * ((N : ℝ) ^ 2 - 1) / 6 * ∏ i, ∏ j ∈ Ioi i, sin (x j - x i) := by
  have g1 : (jastrow 1 : (Fin N → ℝ) → ℝ)
      = fun y => ∏ i, ∏ j ∈ Ioi i, sin (y j - y i) := by
    funext y
    simp only [jastrow, rpow_one]
  have h := sutherland_eigenfunction 1 hx
  rw [g1] at h
  simp only [hamiltonian, sub_self, mul_zero, zero_div, sum_const_zero, zero_mul, add_zero,
    one_pow, one_mul] at h
  exact h

end

end SutherlandRing
```

```lean
#print axioms SutherlandRing.jastrow_pos
#print axioms SutherlandRing.sutherland_eigenfunction
#print axioms SutherlandRing.second_solution
#print axioms SutherlandRing.free_particles
```

```
'SutherlandRing.jastrow_pos' depends on axioms: [propext, Classical.choice, Quot.sound]
'SutherlandRing.sutherland_eigenfunction' depends on axioms: [propext, Classical.choice, Quot.sound]
'SutherlandRing.second_solution' depends on axioms: [propext, Classical.choice, Quot.sound]
'SutherlandRing.free_particles' depends on axioms: [propext, Classical.choice, Quot.sound]
```
